# With the trap's own Gaussian, a linear correlation factor solves the s-wave Hooke atom only at frequency 1/2

If two approximate calculations disagree about the energy of two repelling electrons, the disagreement does not show which one is wrong. An exact energy would settle it, but a plausible trial function does not supply one: at a badly chosen trap frequency, its local energy (the Hamiltonian applied to the function, divided by the function) changes with the distance between the electrons.

The Hooke atom is a pair of electrons that repel by Coulomb's law and are held by a harmonic trap instead of a nucleus. Let \(r\) be their separation, \(w\) the trap frequency (usually written \(\omega\)), \(e\) the energy of relative motion (not the electron charge) and \(c\) a real parameter. In atomic units, the radial function (\(r\) times the s-wave wave function of the relative motion)

\[
u(r)=r(1+cr)\,e^{-wr^2/4}
\]

satisfies

\[
-u''+\left(\frac{w^2r^2}{4}+\frac1r\right)u=e\,u\qquad\text{for all } r>0
\]

exactly when \(c=\tfrac12\), \(w=\tfrac12\) and \(e=\tfrac54\). For two electrons in this trap at this one frequency, the solution gives an exact reference for approximate treatments of electron correlation, such as density functionals.

## From two electrons to three coefficients

The two-electron Hamiltonian is

\[
-\tfrac12\nabla_1^2-\tfrac12\nabla_2^2+\tfrac12w^2(r_1^2+r_2^2)+\frac1{|\mathbf r_1-\mathbf r_2|}.
\]

Put \(\mathbf r=\mathbf r_1-\mathbf r_2\) and \(\mathbf R=(\mathbf r_1+\mathbf r_2)/2\). Since \(r_1^2+r_2^2=2R^2+r^2/2\), the Hamiltonian separates into

\[
\left(-\nabla_{\mathbf r}^2+\frac{w^2r^2}{4}+\frac1r\right)+\left(-\tfrac14\nabla_{\mathbf R}^2+w^2R^2\right).
\]

For relative angular momentum \(l\), let \(u\) be \(r\) times the radial wave function. The first bracket then acts on \(u\) as \(-u''+[l(l+1)/r^2+w^2r^2/4+1/r]u\).

Take \(u=pg\) with \(p=r^{l+1}+cr^{l+2}\) and \(g=e^{-wr^2/4}\). From \(g'=-\tfrac12wr\,g\) it follows that

\[
u''=\left[p''-wrp'+\left(\frac{w^2r^2}{4}-\frac w2\right)p\right]g .
\]

The trap potential cancels, and the residual of the radial equation is

\[
\left[-p''+wrp'+\left(\frac{l(l+1)}{r^2}+\frac1r+\frac w2-e\right)p\right]g .
\]

Here \(p''=l(l+1)r^{l-1}+c(l+1)(l+2)r^l\) and \(rp'=(l+1)r^{l+1}+c(l+2)r^{l+2}\). The terms in \(r^{l-1}\) cancel against the centrifugal potential, which leaves \(r^lg\,(A+Br+Cr^2)\) with

\[
A=1-2(l+1)c,\quad B=(l+\tfrac32)w+c-e,\quad C=c\left[(l+\tfrac52)w-e\right].
\]

The residual vanishes for every \(r>0\) exactly when \(A=B=C=0\). The first equation gives \(c=1/(2(l+1))\), which is not zero, so \(C=0\) gives \(e=(l+\tfrac52)w\). Then \(B=0\) gives \(w=c\), and hence \(e=(2l+5)/(4(l+1))\). Conversely, these values make all three coefficients vanish.

In the smallest case, \(l=0\), there is no centrifugal term. The equations are \(1-2c=0\), \(\tfrac32w+c-e=0\) and \(c(\tfrac52w-e)=0\), with the solution stated at the start.

## A second frequency and the total energy

A longer polynomial can solve the equation at another frequency. For \(l=0\), \(w=\tfrac1{10}\), \(e=\tfrac7{20}\) and \(p=r+r^2/2+r^3/20\), the residual divided by \(g\) is

\[
-1-\frac{3r}{10}+\left(\frac r{10}+\frac{r^2}{10}+\frac{3r^3}{200}\right)-\frac3{10}p+1+\frac r2+\frac{r^2}{20}=0 .
\]

For the centre of mass, \(U=Re^{-wR^2}\) has \(U''=(-6wR+4w^2R^3)e^{-wR^2}\). Therefore \(-\tfrac14U''+w^2R^2U=\tfrac32wU\). At \(w=\tfrac12\) the two energies add to \(\tfrac54+\tfrac34=2\) hartree.

The functions above are unnormalised. At \(w=\tfrac12\), the factors that give \(u\) and \(U\) unit norm on the half-line are \((8+5\sqrt\pi)^{-1/2}\) and \(2\pi^{-1/4}\).

## The Hamiltonians and trial functions in Lean

```lean
import Mathlib

open Real

namespace HookeAtom

noncomputable section
```

The relative Hamiltonian takes a natural number `l`, a real frequency `w` and a function `u`, and returns a real value at each `r`. The kinetic term has no factor \(\tfrac12\) because the reduced mass is \(\tfrac12\). Lean accepts every real `r` and sets division by zero to zero, but a separation is positive, so the expression has its physical meaning only for \(r>0\).

```lean
/-- Relative-motion radial Hamiltonian, in atomic units, of two electrons in a harmonic trap of
frequency `w` with relative angular momentum `l`; its physical domain is `r > 0`. -/
def relH (l : ℕ) (w : ℝ) (u : ℝ → ℝ) (r : ℝ) : ℝ :=
  -deriv (deriv u) r + ((l : ℝ) * (l + 1) / r ^ 2 + w ^ 2 * r ^ 2 / 4 + 1 / r) * u r
```

The trial function uses the same `w` in its Gaussian as the trap does. No sign is imposed on `w`.

```lean
/-- Radial function with a linear correlation factor `1 + c r` and a Gaussian tail. -/
def relU (l : ℕ) (c w : ℝ) (r : ℝ) : ℝ :=
  r ^ (l + 1) * (1 + c * r) * exp (-w * r ^ 2 / 4)
```

The centre of mass has mass 2, hence the factor \(\tfrac14\) in its kinetic energy.

```lean
/-- Radial s-wave Hamiltonian of the centre of mass of the two electrons in the trap. -/
def cmH (w : ℝ) (U : ℝ → ℝ) (R : ℝ) : ℝ :=
  -(1 / 4) * deriv (deriv U) R + w ^ 2 * R ^ 2 * U R

/-- Radial function of the centre of mass: `R` times the Gaussian `exp(-w R²)`. -/
def cmU (w : ℝ) (R : ℝ) : ℝ := R * exp (-w * R ^ 2)
```

The pair Hamiltonian acts on \(F=rR\Psi\), where \(\Psi\) is the spatial wave function with s waves in both coordinates. Each part differentiates in one variable while the other is held fixed.

```lean
/-- Two-electron Hamiltonian for s waves in both the separation `r` and the centre-of-mass distance
`R`, acting on `F = r R Ψ`; its physical domain is `r > 0`, `R > 0`. -/
def pairH (w : ℝ) (F : ℝ → ℝ → ℝ) (r R : ℝ) : ℝ :=
  relH 0 w (fun x => F x R) r + cmH w (fun y => F r y) R
```

The passage from the six-dimensional Hamiltonian to these radial operators is the step made above in ordinary mathematics; the Lean development starts from its result. Spin does not appear either: exchange symmetry pairs even `l` with the singlet and odd `l` with the triplet.

The last definition is the function with the quadratic correlation factor.

```lean
/-- Radial s-wave function with a quadratic correlation factor, for trap frequency `1/10`. -/
def quadU (r : ℝ) : ℝ :=
  (r + r ^ 2 / 2 + r ^ 3 / 20) * exp (-(1 / 10) * r ^ 2 / 4)
```

## Differentiating past the Gaussian

The next theorem is the formula for \((pg)''\). Its hypotheses say that `q` is the derivative of `p` and `s` that of `q`, everywhere on the real line. The proof differentiates the Gaussian (`hg`), finds the first derivative as a function (`h1`), and applies the product rule again.

```lean
/-- The second derivative of a twice differentiable function `p` times a Gaussian, where
`q` and `s` are the first and second derivatives of `p`. -/
theorem deriv_deriv_mul_gaussian (w : ℝ) (p q s : ℝ → ℝ)
    (hp : ∀ x, HasDerivAt p (q x) x) (hq : ∀ x, HasDerivAt q (s x) x) (r : ℝ) :
    deriv (deriv (fun x => p x * exp (-w * x ^ 2 / 4))) r =
      (s r - w * r * q r + (w ^ 2 * r ^ 2 / 4 - w / 2) * p r) * exp (-w * r ^ 2 / 4) := by
  have hg : ∀ x : ℝ, HasDerivAt (fun y : ℝ => exp (-w * y ^ 2 / 4))
      (-(w * x / 2) * exp (-w * x ^ 2 / 4)) x := by
    intro x
    have h2 : HasDerivAt (fun y : ℝ => y ^ 2) (2 * x) x := by
      simpa using hasDerivAt_pow 2 x
    exact ((h2.const_mul (-w)).div_const 4).exp.congr_deriv (by ring)
  have h1 : deriv (fun x => p x * exp (-w * x ^ 2 / 4)) =
      fun x => (q x - w * x / 2 * p x) * exp (-w * x ^ 2 / 4) := by
    funext x
    exact ((hp x).fun_mul (hg x)).deriv.trans (by ring)
  have hlin : HasDerivAt (fun x : ℝ => w * x / 2) (w / 2) r := by
    simpa using ((hasDerivAt_id' r).const_mul w).div_const 2
  rw [h1]
  exact (((hq r).fun_sub (hlin.fun_mul (hp r))).fun_mul (hg r)).deriv.trans (by ring)
```

## The residual as a quadratic

For every \(r\ne0\), the residual equals \(r^lg(A+Br+Cr^2)\). The proof expands the trial function into two powers and applies the previous theorem. The auxiliary equation `hl` rewrites \(l\,r^{l-1}\) as \(l\,r^l/r\), with the s-wave case treated separately because Lean's natural-number subtraction gives `0 - 1 = 0`. After the Gaussian and \(r^l\) are replaced by plain symbols, `field_simp` and `ring` collect the coefficients.

```lean
/-- For `r ≠ 0`, the residual of `relU` in the radial Schrödinger equation is a polynomial in `r` of
degree at most two times `r ^ l` and the Gaussian. -/
theorem residual (l : ℕ) (c w e r : ℝ) (hr : r ≠ 0) :
    relH l w (relU l c w) r - e * relU l c w r =
      r ^ l * exp (-w * r ^ 2 / 4) *
        ((1 - 2 * ((l : ℝ) + 1) * c) + (((l : ℝ) + 3 / 2) * w + c - e) * r
          + c * (((l : ℝ) + 5 / 2) * w - e) * r ^ 2) := by
  have heq : relU l c w =
      fun x => (x ^ (l + 1) + c * x ^ (l + 2)) * exp (-w * x ^ 2 / 4) := by
    funext x
    simp only [relU]
    ring
  have h := deriv_deriv_mul_gaussian w
    (fun x => x ^ (l + 1) + c * x ^ (l + 2))
    (fun x => ((l + 1 : ℕ) : ℝ) * x ^ l + c * (((l + 2 : ℕ) : ℝ) * x ^ (l + 1)))
    (fun x => ((l + 1 : ℕ) : ℝ) * ((l : ℝ) * x ^ (l - 1))
      + c * (((l + 2 : ℕ) : ℝ) * (((l + 1 : ℕ) : ℝ) * x ^ l)))
    (fun x => (hasDerivAt_pow (l + 1) x).fun_add ((hasDerivAt_pow (l + 2) x).const_mul c))
    (fun x => ((hasDerivAt_pow l x).const_mul _).fun_add
      (((hasDerivAt_pow (l + 1) x).const_mul _).const_mul c)) r
  beta_reduce at h
  -- the lowest power, which is absent for s waves
  have hl : (l : ℝ) * r ^ (l - 1) = l * r ^ l / r := by
    rcases l with _ | n
    · simp
    · rw [Nat.add_sub_cancel, pow_succ, eq_div_iff hr]
      ring
  have e1 : r ^ (l + 1) = r ^ l * r := pow_succ r l
  have e2 : r ^ (l + 2) = r ^ l * r ^ 2 := pow_add r l 2
  simp only [relH, heq, h, hl, e1, e2]
  generalize exp (-w * r ^ 2 / 4) = g
  generalize r ^ l = t
  push_cast
  field_simp
  ring
```

## Which parameters solve the equation

In words: for each natural `l` and any real `c`, `w` and `e`, the radial equation holds at every positive `r` if and only if the three parameters have the values derived above. The uniqueness is within this family of trial functions.

The step `key` divides out \(r^lg\), which is nonzero. If \(q_1,q_2,q_3\) are the values of the quadratic at \(r=1,2,3\), then

\[
A=3q_1-3q_2+q_3,\quad B=\tfrac12(-5q_1+8q_2-3q_3),\quad C=\tfrac12(q_1-2q_2+q_3).
\]

These are the combinations passed to `linear_combination` for `hA`, `hB` and `hC`. The rest solves the three equations in the order used above, and the converse is substitution.

```lean
/-- The function `r^(l+1) (1 + c r) exp(-w r²/4)` solves the relative radial equation with
energy `e` at all `r > 0` exactly when `c = w = 1/(2(l+1))` and `e = (2l+5)/(4(l+1))`. -/
theorem relative_solution_iff (l : ℕ) (c w e : ℝ) :
    (∀ r > 0, relH l w (relU l c w) r = e * relU l c w r) ↔
      c = 1 / (2 * ((l : ℝ) + 1)) ∧ w = 1 / (2 * ((l : ℝ) + 1)) ∧
        e = (2 * (l : ℝ) + 5) / (4 * ((l : ℝ) + 1)) := by
  have hl : (l : ℝ) + 1 ≠ 0 := by positivity
  have key : ∀ r > 0, (relH l w (relU l c w) r = e * relU l c w r ↔
      (1 - 2 * ((l : ℝ) + 1) * c) + (((l : ℝ) + 3 / 2) * w + c - e) * r
        + c * (((l : ℝ) + 5 / 2) * w - e) * r ^ 2 = 0) := by
    intro r hr
    have hne : r ^ l * exp (-w * r ^ 2 / 4) ≠ 0 :=
      mul_ne_zero (pow_ne_zero l hr.ne') (exp_ne_zero _)
    rw [← sub_eq_zero, residual l c w e r hr.ne', mul_eq_zero, or_iff_right hne]
  constructor
  · intro H
    -- three radii determine the three coefficients of the quadratic
    have h1 := (key 1 (by norm_num)).1 (H 1 (by norm_num))
    have h2 := (key 2 (by norm_num)).1 (H 2 (by norm_num))
    have h3 := (key 3 (by norm_num)).1 (H 3 (by norm_num))
    have hA : 1 - 2 * ((l : ℝ) + 1) * c = 0 := by
      linear_combination 3 * h1 - 3 * h2 + h3
    have hB : ((l : ℝ) + 3 / 2) * w + c - e = 0 := by
      linear_combination (-5 * h1 + 8 * h2 - 3 * h3) / 2
    have hC : c * (((l : ℝ) + 5 / 2) * w - e) = 0 := by
      linear_combination (h1 - 2 * h2 + h3) / 2
    have hc0 : c ≠ 0 := by
      intro h
      rw [h] at hA
      norm_num at hA
    have he := (mul_eq_zero.1 hC).resolve_left hc0
    have hw : w = c := by linear_combination he - hB
    have hc : c = 1 / (2 * ((l : ℝ) + 1)) := by
      rw [eq_div_iff (by positivity)]
      linear_combination -hA
    refine ⟨hc, hw.trans hc, ?_⟩
    rw [eq_div_iff (by positivity)]
    linear_combination -4 * ((l : ℝ) + 1) * he
      + 4 * ((l : ℝ) + 1) * ((l : ℝ) + 5 / 2) * hw - (2 * (l : ℝ) + 5) * hA
  · rintro ⟨hc, hw, he⟩ r hr
    rw [key r hr, hc, hw, he]
    field_simp
    ring
```

Setting `l = 0` gives the s-wave statement.

```lean
/-- For s waves, `r (1 + c r) exp(-w r²/4)` solves the relative equation with energy `e` at all
`r > 0` exactly when `c = 1/2`, `w = 1/2` and `e = 5/4`. -/
theorem hooke_atom_iff (c w e : ℝ) :
    (∀ r > 0, relH 0 w (relU 0 c w) r = e * relU 0 c w r) ↔
      c = 1 / 2 ∧ w = 1 / 2 ∧ e = 5 / 4 := by
  rw [relative_solution_iff]
  norm_num
```

## The solution at frequency 1/10

This theorem verifies one further solution and makes no uniqueness claim. It supplies the polynomial with its two derivatives, and the final algebra is the cancellation displayed earlier.

```lean
/-- At trap frequency `1/10`, the function with correlation factor `1 + r/2 + r²/20` solves the
s-wave relative equation at all `r > 0` with energy `7/20`. -/
theorem quadratic_solution (r : ℝ) (hr : 0 < r) :
    relH 0 (1 / 10) quadU r = 7 / 20 * quadU r := by
  have hr0 : r ≠ 0 := hr.ne'
  have heq : quadU =
      fun x => (x + x ^ 2 / 2 + x ^ 3 / 20) * exp (-(1 / 10) * x ^ 2 / 4) := rfl
  have h := deriv_deriv_mul_gaussian (1 / 10)
    (fun x => x + x ^ 2 / 2 + x ^ 3 / 20)
    (fun x => 1 + x + 3 * x ^ 2 / 20) (fun x => 1 + 3 * x / 10)
    (fun x => (((hasDerivAt_id' x).fun_add ((hasDerivAt_pow 2 x).div_const 2)).fun_add
      ((hasDerivAt_pow 3 x).div_const 20)).congr_deriv (by push_cast; ring))
    (fun x => (((hasDerivAt_id' x).const_add 1).fun_add
      (((hasDerivAt_pow 2 x).const_mul 3).div_const 20)).congr_deriv (by push_cast; ring)) r
  beta_reduce at h
  simp only [relH, heq, h, Nat.cast_zero]
  generalize exp (-(1 / 10) * r ^ 2 / 4) = g
  field_simp
  ring
```

## Adding the centre of mass

The centre-of-mass Gaussian is \(e^{-(4w)R^2/4}\), so the same derivative formula applies with `4 * w` in place of `w`. The eigenvalue equation holds for all real `w` and `R`, although the function describes a bound state only for \(w>0\).

```lean
/-- For all real `w` and `R`, the function `cmU w` satisfies the centre-of-mass radial equation with
energy `3w/2`. -/
theorem centre_of_mass_solution (w R : ℝ) :
    cmH w (cmU w) R = 3 / 2 * w * cmU w R := by
  have heq : cmU w = fun x => x * exp (-(4 * w) * x ^ 2 / 4) := by
    funext x
    have hx : -w * x ^ 2 = -(4 * w) * x ^ 2 / 4 := by ring
    rw [cmU, hx]
  have h := deriv_deriv_mul_gaussian (4 * w) (fun x => x) (fun _ => 1) (fun _ => 0)
    (fun x => hasDerivAt_id' x) (fun x => hasDerivAt_const x 1) R
  beta_reduce at h
  simp only [cmH, heq, h]
  ring
```

The final theorem states that the product function satisfies the two-electron equation with energy 2 for every \(r>0\) and every real \(R\). In its proof, `h1` and `h2` take the factor that depends on the other variable outside each Hamiltonian; the two eigenvalue equations then give \(\tfrac54+\tfrac34\). The theorem establishes an eigenvalue equation and does not say that this state is the lowest. It is in fact the ground state, because its spatial wave function is normalisable and positive everywhere, but that step is not formalised here.

```lean
/-- At trap frequency `1/2`, the product of the relative function with `c = 1/2` and the
centre-of-mass Gaussian solves the two-electron equation for `r > 0` with total energy `2`. -/
theorem total_energy_two (r R : ℝ) (hr : 0 < r) :
    pairH (1 / 2) (fun x y => relU 0 (1 / 2) (1 / 2) x * cmU (1 / 2) y) r R =
      2 * (relU 0 (1 / 2) (1 / 2) r * cmU (1 / 2) R) := by
  -- each Hamiltonian acts on its own factor
  have h1 : ∀ (u : ℝ → ℝ) (k : ℝ),
      relH 0 (1 / 2) (fun x => u x * k) r = relH 0 (1 / 2) u r * k := by
    intro u k
    simp only [relH, deriv_mul_const_field']
    ring
  have h2 : ∀ (U : ℝ → ℝ) (k : ℝ),
      cmH (1 / 2) (fun y => k * U y) R = k * cmH (1 / 2) U R := by
    intro U k
    simp only [cmH, deriv_const_mul_field']
    ring
  have hrel := (hooke_atom_iff (1 / 2) (1 / 2) (5 / 4)).2 ⟨rfl, rfl, rfl⟩ r hr
  unfold pairH
  rw [h1 (relU 0 (1 / 2) (1 / 2)) (cmU (1 / 2) R),
    h2 (cmU (1 / 2)) (relU 0 (1 / 2) (1 / 2) r), hrel, centre_of_mass_solution]
  ring

end

end HookeAtom
```

```lean
#print axioms HookeAtom.quadratic_solution
#print axioms HookeAtom.total_energy_two
```

```
'HookeAtom.quadratic_solution' depends on axioms: [propext, Classical.choice, Quot.sound]
'HookeAtom.total_energy_two' depends on axioms: [propext, Classical.choice, Quot.sound]
```
